# The shift tensor diag(1, 1, −2) and its negative have equal second powder moments but different characteristic polynomials

In a powder, a crystallite whose field direction is the unit vector n has the shift ⟨n, Tn⟩, where T is a real 3 × 3 shift tensor, and the k-th moment of the pattern is the average of the k-th power of this shift over the unit sphere, with all directions weighted equally. The theorem `second_moment_not_enough` says that A = diag(1, 1, −2) and −A have the same second moment, taken about zero, but different characteristic polynomials, so the second moment alone does not determine the characteristic polynomial. For the equality, the proof notes that changing the sign of the tensor changes the sign of every shift, which squaring removes. For the inequality, it supposes the characteristic polynomials equal, deduces that A and −A have the same determinant, and tries to refute this by computing both determinants from the matrix entries.

As first written in Lean, the proof fails:

```lean
import Mathlib

open Real Matrix
open Polynomial (X C)

namespace SecondMomentNotEnough

noncomputable section

/-- The unit vector with polar angle `θ` and azimuth `φ`. -/
def direction (θ φ : ℝ) : Fin 3 → ℝ := ![sin θ * cos φ, sin θ * sin φ, cos θ]

/-- The average of `f` over the unit sphere, written in polar angles. -/
def powderAverage (f : (Fin 3 → ℝ) → ℝ) : ℝ :=
  1 / (4 * π) * ∫ θ in (0 : ℝ)..π, (∫ φ in (0 : ℝ)..2 * π, f (direction θ φ)) * sin θ

/-- The shift `⟨n, T n⟩` of a crystallite whose field direction is `n`. -/
def shift (T : Matrix (Fin 3) (Fin 3) ℝ) (n : Fin 3 → ℝ) : ℝ := n ⬝ᵥ T *ᵥ n

/-- The `k`-th moment of the powder pattern of the shift tensor `T`. -/
def patternMoment (k : ℕ) (T : Matrix (Fin 3) (Fin 3) ℝ) : ℝ :=
  powderAverage fun n => shift T n ^ k

/-- The second moment alone does not suffice: the axial tensor `diag(1, 1, -2)` and its negative
share it, but their characteristic polynomials differ. -/
theorem second_moment_not_enough :
    let A : Matrix (Fin 3) (Fin 3) ℝ := !![1, 0, 0; 0, 1, 0; 0, 0, -2]
    patternMoment 2 A = patternMoment 2 (-A) ∧ A.charpoly ≠ (-A).charpoly := by
  intro A
  constructor
  · simp only [patternMoment, shift, Matrix.neg_mulVec, dotProduct_neg, neg_sq]
  · intro h
    have hd : A.det = (-A).det := by
      rw [Matrix.det_eq_sign_charpoly_coeff, Matrix.det_eq_sign_charpoly_coeff, h]
    norm_num [A, Matrix.det_fin_three] at hd

end

end SecondMomentNotEnough
```

The compiler's answer:

```
Main.lean:32:2: error: unsolved goals
case right
A : Matrix (Fin 3) (Fin 3) ℝ := !![1, 0, 0; 0, 1, 0; 0, 0, -2]
h : A.charpoly = (-A).charpoly
hd :
  vecCons (![1, 0, 0] 2) (fun i => vecCons (![0, 1, 0] 2) (fun i => ![0, 0, -2] 2) i) 2 -
        ![0, 1, 0] 2 * vecCons 0 (fun i => vecCons 1 (fun i => 0) i) 2 -
      ![1, 0, 0] 2 * vecCons 1 (fun i => vecCons 0 (fun i => 0) i) 2 =
    vecCons (![-1, 0, 0] 2) (fun i => vecCons (![0, -1, 0] 2) (fun i => ![0, 0, 2] 2) i) 2 +
        ![0, -1, 0] 2 * vecCons 0 (fun i => vecCons (-1) (fun i => 0) i) 2 +
      ![-1, 0, 0] 2 * vecCons (-1) (fun i => vecCons 0 (fun i => 0) i) 2
⊢ False
```

Cause. The error is the unsolved goal `False` in the second half of the proof. The hypothesis `hd`, that the two determinants are equal, is false, since they are −2 and 2, but `norm_num` did not get as far as these numbers. It expanded both determinants with `Matrix.det_fin_three` and then left entries at index 2 unevaluated, such as `![1, 0, 0] 2` and the longer terms in `vecCons`. Entries at indices 0 and 1 are evaluated by ordinary simp lemmas, which `norm_num` uses, but index 2 needs the simplification procedure (simproc) `Matrix.cons_val`, and `norm_num` does not run simprocs. With these entries still in `hd`, it had no false numerical equation from which to close the goal.

The repair first proves `hA`, that `A.det = -2`, by `simp` with the same definition and lemma. Since `simp` does run the default simprocs, `Matrix.cons_val` among them, it evaluates all the entries. The determinant of −A then needs no expansion, because `Matrix.det_neg` writes it as a power of −1 times `A.det`, and `Fintype.card_fin` turns the exponent, the size of the index type, into 3. After rewriting with `hA`, `hd` says that −2 = (−1)³ · (−2). This contains only numbers, so `norm_num` finds it false and closes the goal.

The mended proof, as a diff:

```diff
@@ -33,5 +33,7 @@
     have hd : A.det = (-A).det := by
       rw [Matrix.det_eq_sign_charpoly_coeff, Matrix.det_eq_sign_charpoly_coeff, h]
-    norm_num [A, Matrix.det_fin_three] at hd
+    have hA : A.det = -2 := by simp [A, Matrix.det_fin_three]
+    rw [Matrix.det_neg A, Fintype.card_fin, hA] at hd
+    norm_num at hd
 
 end
```
